# Linear jump operators obey the diffusion constraint \(D_{qq}D_{pp}-D_{pq}^2\ge r^2/4\)

Let \(D_{qq}, D_{pp}, D_{pq}, r\) be real numbers. There are two jump operators \(V_k=a_kp+b_kq\), \(k=0,1\), with complex coefficients satisfying

\[
D_{qq}=\tfrac12\sum_k|a_k|^2,\qquad D_{pp}=\tfrac12\sum_k|b_k|^2,\qquad \sum_k\bar a_kb_k=-2D_{pq}-ir
\]

if and only if

\[
D_{qq}\ge0,\qquad D_{pp}\ge0,\qquad D_{qq}D_{pp}-D_{pq}^2\ge\frac{r^2}{4}.
\]

Here \(q\) and \(p\) are position and momentum with \(qp-pq=i\), in units with \(\hbar=1\). The inequality also holds for any finite number of such operators. For nonnegative \(D_{qq}\) and \(D_{pp}\), a single one suffices exactly when it is an equality.

For one degree of freedom with jump operators linear in \(q\) and \(p\), this tells a modeller which diffusion coefficients a Lindblad master equation allows for a given \(r\), the rate at which the jump operators damp both \(q\) and \(p\).

## Friction and noise from the same coefficients

In the Heisenberg picture the jump operators act on an observable \(X\) through

\[
\mathcal D(X)=\sum_k\Big(W_kXV_k-\tfrac12(W_kV_kX+XW_kV_k)\Big),\qquad W_k=\bar a_kp+\bar b_kq,
\]

where \(W_k\) is the adjoint of \(V_k\) when \(q\) and \(p\) are self-adjoint. The commutators with a jump operator are numbers:

\[
[q,V_k]=ia_k,\qquad [p,V_k]=-ib_k,\qquad [q,W_k]=i\bar a_k,\qquad [p,W_k]=-i\bar b_k .
\]

Regrouping the dissipator gives \(\mathcal D(X)=\frac12\sum_k\big(W_k[X,V_k]-[X,W_k]V_k\big)\). For \(X=q\) the terms in \(p\) cancel:

\[
\mathcal D(q)=\frac i2\sum_k\big(a_kW_k-\bar a_kV_k\big)=\frac i2\sum_k\big(a_k\bar b_k-\bar a_kb_k\big)\,q=\frac i2(2ir)\,q=-r\,q .
\]

For \(X=p\) the terms in \(q\) cancel, and the same factor appears:

\[
\mathcal D(p)=\frac i2\sum_k\big(\bar b_kV_k-b_kW_k\big)=\frac i2\sum_k\big(a_k\bar b_k-\bar a_kb_k\big)\,p=-r\,p .
\]

So \(r\) is a damping rate when positive; a negative \(r\) describes amplification.

For the second moments, expand \(\mathcal D(XY)-\mathcal D(X)Y-X\mathcal D(Y)\). All terms containing \(W_kV_k\) at the left end or the right end cancel, which leaves

\[
\sum_k\big(W_kXYV_k-W_kXV_kY-XW_kYV_k+XW_kV_kY\big)=-\sum_k[X,W_k][Y,V_k].
\]

Inserting the commutators gives

\[
\begin{aligned}
\mathcal D(q^2)&=-2r\,q^2+\sum_k|a_k|^2=-2r\,q^2+2D_{qq},\\
\mathcal D(p^2)&=-2r\,p^2+\sum_k|b_k|^2=-2r\,p^2+2D_{pp},\\
\mathcal D(qp+pq)&=-2r\,(qp+pq)-\sum_k(\bar a_kb_k+a_k\bar b_k)=-2r\,(qp+pq)+4D_{pq}.
\end{aligned}
\]

The three \(D\)'s are therefore constant sources of fluctuation, which is what diffusion coefficients should be.

## Why the noise has a lower bound

Since \(D_{pq}\) and \(r\) are real, the triangle and Cauchy–Schwarz inequalities give

\[
4D_{pq}^2+r^2=\Big|\sum_k\bar a_kb_k\Big|^2\le\Big(\sum_k|a_k||b_k|\Big)^2\le\sum_k|a_k|^2\sum_k|b_k|^2=4D_{qq}D_{pp}.
\]

Division by 4 gives the constraint. The number of jump operators plays no role. With only one of them, both inequalities are equalities, so the constraint is saturated.

## Building the jump operators

Suppose first that \(D_{qq}D_{pp}-D_{pq}^2=r^2/4\), with \(D_{qq},D_{pp}\ge0\). If \(D_{qq}>0\), take

\[
a_0=\sqrt{2D_{qq}},\qquad b_0=\frac{-2D_{pq}-ir}{\sqrt{2D_{qq}}}.
\]

Then \(\bar a_0b_0=-2D_{pq}-ir\), and \(|b_0|^2=(4D_{pq}^2+r^2)/(2D_{qq})=2D_{pp}\). If \(D_{qq}=0\), the equality reads \(-D_{pq}^2=r^2/4\), so \(D_{pq}=r=0\), and \(a_0=0\), \(b_0=\sqrt{2D_{pp}}\) will do.

In the general case, choose a smaller momentum diffusion \(D\le D_{pp}\) that saturates the constraint. For \(D_{qq}>0\) this is \(D=(D_{pq}^2+r^2/4)/D_{qq}\). For \(D_{qq}=0\) the constraint already forces \(D_{pq}=r=0\), and \(D=D_{pp}\) works. The saturated case supplies \(a_0,b_0\) for \(D\), and the missing diffusion comes from

\[
a_1=0,\qquad b_1=\sqrt{2(D_{pp}-D)} .
\]

This second operator is proportional to \(q\). It adds \(D_{pp}-D\) to the momentum diffusion and nothing to the other coefficients.

## What goes wrong without each condition

- **Without the inequality:** take \(D_{qq}=0\), \(D_{pp}=1\), \(D_{pq}=0\), \(r=1\). Both diffusion coefficients are nonnegative, but \(D_{qq}=0\) forces every \(a_k=0\), so \(\sum_k\bar a_kb_k=0\ne-i\). Friction with momentum diffusion alone is excluded.
- **Without \(D_{pp}\ge0\):** take \(D_{pp}=-1\) and the other three numbers zero. The inequality reads \(0\ge0\), yet half a sum of squared moduli cannot equal \(-1\). Exchanging \(q\) and \(p\) gives the example for \(D_{qq}\ge0\).

## How the Lean statements encode the model

`A` is any complex algebra, and `q p : A` are two of its elements. The hypothesis `h : q * p - p * q = I • (1 : A)` is the canonical commutation relation. The algebra carries no adjoint operation: `dissipator` puts in the adjoint jump operator by conjugating the coefficients, which expresses the self-adjointness of \(q\) and \(p\).

`Realizes a b Dqq Dpp Dpq r` is the conjunction of the three coefficient relations. The jump operators are labelled by a finite type `ι`; `Fin 1` and `Fin 2` stand for one and two operators, and an operator with both coefficients zero is allowed.

The main theorem, `diffusion_constraint_iff`, says that the two sign conditions and the inequality hold exactly when some `a b : Fin 2 → ℂ` realize the four numbers. It speaks of coefficients only. Its link to the dynamics is made by `dissipator_first_moments` and `dissipator_second_moments`, which assume `h` and `Realizes`.

The model has no Hamiltonian and no state. The moment theorems are algebraic identities for the dissipator, and questions about domains of unbounded operators or the existence of the time evolution do not enter. That jump operators are linear in \(q\) and \(p\) is assumed.

```lean
import Mathlib

open Complex
open scoped ComplexConjugate

namespace QuantumBrownianDiffusion

noncomputable section

variable {A : Type*} [Ring A] [Algebra ℂ A] {ι : Type*} [Fintype ι]

/-- The jump operator `a p + b q`, linear in momentum and position. -/
def jump (q p : A) (a b : ℂ) : A := a • p + b • q

/-- The Heisenberg-picture Lindblad term of a jump operator `V` with adjoint `W`,
acting on the observable `X`. -/
def lindblad (W V X : A) : A := W * X * V - (1 / 2 : ℂ) • (W * V * X + X * W * V)

/-- The Heisenberg-picture dissipator of the jump operators `a_k p + b_k q`, with `q` and `p`
treated as self-adjoint. -/
def dissipator (q p : A) (a b : ι → ℂ) (X : A) : A :=
  ∑ k, lindblad (jump q p (conj (a k)) (conj (b k))) (jump q p (a k) (b k)) X

/-- The jump coefficients `a_k, b_k` have diffusion coefficients `Dqq, Dpp, Dpq` and
friction constant `r` (in units with `ħ = 1`). -/
def Realizes (a b : ι → ℂ) (Dqq Dpp Dpq r : ℝ) : Prop :=
  Dqq = 1 / 2 * ∑ k, ‖a k‖ ^ 2 ∧ Dpp = 1 / 2 * ∑ k, ‖b k‖ ^ 2 ∧
    ∑ k, conj (a k) * b k = -2 * (Dpq : ℂ) - r * I

/-- The commutators of position and momentum with a linear jump operator are numbers. -/
theorem jump_commutators {q p : A} (h : q * p - p * q = I • (1 : A)) (a b : ℂ) :
    q * jump q p a b - jump q p a b * q = (I * a) • (1 : A) ∧
    p * jump q p a b - jump q p a b * p = (-(I * b)) • (1 : A) := by
  simp only [jump, mul_add, add_mul, mul_smul_comm, smul_mul_assoc]
  constructor
  · linear_combination (norm := module) a • h
  · linear_combination (norm := module) (-b) • h

/-- The dissipator obeys the product rule up to a sum of products of commutators. -/
theorem dissipator_mul (q p : A) (a b : ι → ℂ) (X Y : A) :
    dissipator q p a b (X * Y) = dissipator q p a b X * Y + X * dissipator q p a b Y
      - ∑ k, (X * jump q p (conj (a k)) (conj (b k)) - jump q p (conj (a k)) (conj (b k)) * X)
          * (Y * jump q p (a k) (b k) - jump q p (a k) (b k) * Y) := by
  simp only [dissipator, Finset.sum_mul, Finset.mul_sum]
  rw [← Finset.sum_add_distrib, ← Finset.sum_sub_distrib]
  refine Finset.sum_congr rfl fun k _ => ?_
  generalize jump q p (conj (a k)) (conj (b k)) = W
  generalize jump q p (a k) (b k) = V
  simp only [lindblad, mul_sub, sub_mul, mul_add, add_mul, smul_mul_assoc, mul_smul_comm,
    mul_assoc]
  module

/-- The complex conjugate of the relation between jump coefficients, `Dpq` and `r`. -/
theorem conj_correlation {a b : ι → ℂ} {Dqq Dpp Dpq r : ℝ} (h : Realizes a b Dqq Dpp Dpq r) :
    ∑ k, a k * conj (b k) = -2 * (Dpq : ℂ) + r * I := by
  have h' := congrArg (starRingEnd ℂ) h.2.2
  simp only [map_sum, map_mul, map_sub, map_neg, Complex.conj_conj, Complex.conj_ofReal,
    Complex.conj_I, map_ofNat] at h'
  linear_combination h'

/-- The dissipator multiplies position and momentum by `-r`. -/
theorem dissipator_first_moments {q p : A} (h : q * p - p * q = I • (1 : A))
    {a b : ι → ℂ} {Dqq Dpp Dpq r : ℝ} (hr : Realizes a b Dqq Dpp Dpq r) :
    dissipator q p a b q = (-(r : ℂ)) • q ∧ dissipator q p a b p = (-(r : ℂ)) • p := by
  have hq := fun x y => (jump_commutators h x y).1
  have hp := fun x y => (jump_commutators h x y).2
  -- a Lindblad term depends on the observable only through commutators
  have key : ∀ W V X : A, lindblad W V X
      = (1 / 2 : ℂ) • (W * (X * V - V * X) - (X * W - W * X) * V) := by
    intro W V X
    simp only [lindblad, mul_sub, sub_mul, mul_assoc]
    module
  have hfr : ∑ k, 1 / 2 * I * (a k * conj (b k) - conj (a k) * b k) = -(r : ℂ) := by
    rw [← Finset.mul_sum, Finset.sum_sub_distrib, conj_correlation hr, hr.2.2]
    linear_combination (r : ℂ) * I_sq
  constructor
  · simp only [dissipator, key, hq]
    rw [← hfr, Finset.sum_smul]
    refine Finset.sum_congr rfl fun k _ => ?_
    simp only [jump, mul_smul_comm, smul_mul_assoc, mul_one, one_mul]
    module
  · simp only [dissipator, key, hp]
    rw [← hfr, Finset.sum_smul]
    refine Finset.sum_congr rfl fun k _ => ?_
    simp only [jump, mul_smul_comm, smul_mul_assoc, mul_one, one_mul]
    module

/-- On `q²`, `p²` and `qp + pq` the dissipator acts as multiplication by `-2r` plus the constant
sources `2 Dqq`, `2 Dpp` and, for `qp + pq`, `4 Dpq`. -/
theorem dissipator_second_moments {q p : A} (h : q * p - p * q = I • (1 : A))
    {a b : ι → ℂ} {Dqq Dpp Dpq r : ℝ} (hr : Realizes a b Dqq Dpp Dpq r) :
    dissipator q p a b (q * q) = (-(2 * r : ℂ)) • (q * q) + (2 * Dqq : ℂ) • (1 : A) ∧
    dissipator q p a b (p * p) = (-(2 * r : ℂ)) • (p * p) + (2 * Dpp : ℂ) • (1 : A) ∧
    dissipator q p a b (q * p) + dissipator q p a b (p * q)
      = (-(2 * r : ℂ)) • (q * p + p * q) + (4 * Dpq : ℂ) • (1 : A) := by
  have hq := fun x y => (jump_commutators h x y).1
  have hp := fun x y => (jump_commutators h x y).2
  obtain ⟨h1, h2⟩ := dissipator_first_moments h hr
  have sq : ∀ z : ℂ, I * z * (I * conj z) = -((‖z‖ ^ 2 : ℝ) : ℂ) := by
    intro z
    rw [Complex.sq_norm, ← Complex.mul_conj]
    linear_combination (z * conj z) * I_sq
  -- the four noise sums
  have sqq : ∑ k, I * a k * (I * conj (a k)) = -(2 * Dqq : ℂ) := by
    simp only [sq, Finset.sum_neg_distrib]
    rw [hr.1]
    push_cast
    ring
  have spp : ∑ k, -(I * b k) * -(I * conj (b k)) = -(2 * Dpp : ℂ) := by
    simp only [neg_mul_neg, sq, Finset.sum_neg_distrib]
    rw [hr.2.1]
    push_cast
    ring
  have sqp : ∑ k, -(I * b k) * (I * conj (a k)) = -2 * (Dpq : ℂ) - r * I := by
    rw [← hr.2.2]
    refine Finset.sum_congr rfl fun k _ => ?_
    linear_combination (-(conj (a k) * b k)) * I_sq
  have spq : ∑ k, I * a k * -(I * conj (b k)) = -2 * (Dpq : ℂ) + r * I := by
    rw [← conj_correlation hr]
    refine Finset.sum_congr rfl fun k _ => ?_
    linear_combination (-(a k * conj (b k))) * I_sq
  refine ⟨?_, ?_, ?_⟩ <;>
  · simp only [dissipator_mul, h1, h2, hq, hp, smul_mul_assoc, mul_smul_comm, one_mul,
      smul_smul, ← Finset.sum_smul]
    first
      | (rw [sqq]; module)
      | (rw [spp]; module)
      | (rw [sqp, spq]; module)

/-- The squared modulus of `-2 Dpq - i r` is `4 Dpq² + r²`. -/
theorem correlation_norm_sq (Dpq r : ℝ) :
    ‖-2 * (Dpq : ℂ) - r * I‖ ^ 2 = 4 * Dpq ^ 2 + r ^ 2 := by
  rw [Complex.sq_norm, Complex.normSq_apply]
  simp
  ring

/-- Any finite set of linear jump operators obeys the diffusion constraint
`Dqq Dpp - Dpq² ≥ r²/4`. -/
theorem diffusion_constraint {a b : ι → ℂ} {Dqq Dpp Dpq r : ℝ}
    (h : Realizes a b Dqq Dpp Dpq r) : r ^ 2 / 4 ≤ Dqq * Dpp - Dpq ^ 2 := by
  obtain ⟨h1, h2, h3⟩ := h
  have tri : ‖∑ k, conj (a k) * b k‖ ≤ ∑ k, ‖a k‖ * ‖b k‖ := by
    refine (norm_sum_le _ _).trans (le_of_eq ?_)
    exact Finset.sum_congr rfl fun k _ => by rw [norm_mul, RCLike.norm_conj]
  -- Cauchy-Schwarz for the moduli
  have cs := Finset.sum_mul_sq_le_sq_mul_sq Finset.univ (fun k => ‖a k‖) (fun k => ‖b k‖)
  have sq := (pow_le_pow_left₀ (norm_nonneg _) tri 2).trans cs
  rw [h3, correlation_norm_sq] at sq
  rw [h1, h2]
  linarith

/-- A single linear jump operator realizes the given coefficients exactly when `Dqq` and `Dpp`
are nonnegative and the diffusion constraint is an equality. -/
theorem single_jump_iff (Dqq Dpp Dpq r : ℝ) :
    (0 ≤ Dqq ∧ 0 ≤ Dpp ∧ Dqq * Dpp - Dpq ^ 2 = r ^ 2 / 4) ↔
      ∃ a b : Fin 1 → ℂ, Realizes a b Dqq Dpp Dpq r := by
  simp only [Realizes, Fin.sum_univ_one]
  constructor
  · rintro ⟨hq, hp, h⟩
    have root : ∀ t : ℝ, 0 ≤ t → ‖((√t : ℝ) : ℂ)‖ ^ 2 = t := fun t ht => by
      rw [Complex.norm_real, Real.norm_eq_abs, sq_abs, Real.sq_sqrt ht]
    rcases hq.eq_or_lt with h0 | h0
    · -- without position diffusion both `Dpq` and `r` vanish
      rw [← h0] at h
      have e1 : Dpq = 0 := pow_eq_zero_iff two_ne_zero |>.mp
        (by nlinarith [sq_nonneg r, sq_nonneg Dpq])
      have e2 : r = 0 := pow_eq_zero_iff two_ne_zero |>.mp
        (by nlinarith [sq_nonneg r, sq_nonneg Dpq])
      refine ⟨fun _ => 0, fun _ => ((√(2 * Dpp) : ℝ) : ℂ), ?_, ?_, ?_⟩
      · simp [← h0]
      · rw [root _ (by linarith)]; ring
      · simp [e1, e2]
    · have hs : ((√(2 * Dqq) : ℝ) : ℂ) ≠ 0 :=
        Complex.ofReal_ne_zero.mpr (Real.sqrt_pos.mpr (by linarith)).ne'
      refine ⟨fun _ => ((√(2 * Dqq) : ℝ) : ℂ),
        fun _ => (-2 * (Dpq : ℂ) - r * I) / ((√(2 * Dqq) : ℝ) : ℂ), ?_, ?_, ?_⟩
      · rw [root _ (by linarith)]; ring
      · rw [norm_div, div_pow, correlation_norm_sq, root _ (by linarith)]
        have e : 4 * Dpq ^ 2 + r ^ 2 = 2 * Dpp * (2 * Dqq) := by linarith
        rw [e, mul_div_cancel_right₀ _ (by linarith : 2 * Dqq ≠ 0)]
        ring
      · rw [Complex.conj_ofReal, mul_div_cancel₀ _ hs]
  · rintro ⟨a, b, h1, h2, h3⟩
    have e := correlation_norm_sq Dpq r
    rw [← h3, norm_mul, RCLike.norm_conj, mul_pow] at e
    refine ⟨by rw [h1]; positivity, by rw [h2]; positivity, ?_⟩
    rw [h1, h2]
    linarith

/-- Two linear jump operators realize the given coefficients exactly when `Dqq` and `Dpp` are
nonnegative and `Dqq Dpp - Dpq² ≥ r²/4`. -/
theorem diffusion_constraint_iff (Dqq Dpp Dpq r : ℝ) :
    (0 ≤ Dqq ∧ 0 ≤ Dpp ∧ r ^ 2 / 4 ≤ Dqq * Dpp - Dpq ^ 2) ↔
      ∃ a b : Fin 2 → ℂ, Realizes a b Dqq Dpp Dpq r := by
  constructor
  · rintro ⟨hq, hp, h⟩
    -- lower the momentum diffusion until the constraint is saturated
    obtain ⟨D, hD, hDp, hs⟩ : ∃ D, 0 ≤ D ∧ D ≤ Dpp ∧ Dqq * D - Dpq ^ 2 = r ^ 2 / 4 := by
      rcases hq.eq_or_lt with h0 | h0
      · refine ⟨Dpp, hp, le_rfl, ?_⟩
        rw [← h0] at h ⊢
        nlinarith [sq_nonneg r, sq_nonneg Dpq]
      · refine ⟨(Dpq ^ 2 + r ^ 2 / 4) / Dqq, by positivity, ?_, ?_⟩
        · rw [div_le_iff₀ h0]; linarith
        · rw [mul_div_cancel₀ _ h0.ne']; ring
    obtain ⟨a, b, h1, h2, h3⟩ := (single_jump_iff Dqq D Dpq r).mp ⟨hq, hD, hs⟩
    rw [Fin.sum_univ_one] at h1 h2 h3
    -- a second jump operator proportional to `q` supplies the rest
    have root : ‖((√(2 * (Dpp - D)) : ℝ) : ℂ)‖ ^ 2 = 2 * (Dpp - D) := by
      rw [Complex.norm_real, Real.norm_eq_abs, sq_abs, Real.sq_sqrt (by linarith)]
    refine ⟨![a 0, 0], ![b 0, ((√(2 * (Dpp - D)) : ℝ) : ℂ)], ?_, ?_, ?_⟩
    · rw [Fin.sum_univ_two]
      change Dqq = 1 / 2 * (‖a 0‖ ^ 2 + ‖(0 : ℂ)‖ ^ 2)
      rw [norm_zero]
      linarith
    · rw [Fin.sum_univ_two]
      change Dpp = 1 / 2 * (‖b 0‖ ^ 2 + ‖((√(2 * (Dpp - D)) : ℝ) : ℂ)‖ ^ 2)
      rw [root]
      linarith
    · rw [Fin.sum_univ_two]
      change conj (a 0) * b 0 + conj (0 : ℂ) * _ = _
      rw [map_zero, zero_mul, add_zero, h3]
  · rintro ⟨a, b, h⟩
    exact ⟨by rw [h.1]; positivity, by rw [h.2.1]; positivity, diffusion_constraint h⟩

/-- Multiplication by `X` and `-i d/dX` on complex polynomials satisfy the canonical
commutation relation. -/
theorem commutation_witness :
    (LinearMap.mulLeft ℂ (Polynomial.X : Polynomial ℂ) : Module.End ℂ (Polynomial ℂ))
        * ((-I) • Polynomial.derivative)
      - ((-I) • Polynomial.derivative) * LinearMap.mulLeft ℂ (Polynomial.X : Polynomial ℂ)
      = I • (1 : Module.End ℂ (Polynomial ℂ)) := by
  refine LinearMap.ext fun f => ?_
  change Polynomial.X * ((-I) • Polynomial.derivative f)
    - (-I) • Polynomial.derivative (Polynomial.X * f) = I • f
  rw [Polynomial.derivative_mul, Polynomial.derivative_X]
  simp only [Polynomial.smul_eq_C_mul, map_neg]
  ring

end

end QuantumBrownianDiffusion
```

```lean
#print axioms QuantumBrownianDiffusion.dissipator_second_moments
#print axioms QuantumBrownianDiffusion.diffusion_constraint
#print axioms QuantumBrownianDiffusion.diffusion_constraint_iff
```

```
'QuantumBrownianDiffusion.dissipator_second_moments' depends on axioms: [propext, Classical.choice, Quot.sound]
'QuantumBrownianDiffusion.diffusion_constraint' depends on axioms: [propext, Classical.choice, Quot.sound]
'QuantumBrownianDiffusion.diffusion_constraint_iff' depends on axioms: [propext, Classical.choice, Quot.sound]
```

## From commutators to the moment equations

`jump_commutators` expands the products and uses multiples of `h`. `dissipator_mul` is the product rule: after the sums are merged, each summand is an identity for arbitrary `W` and `V`, and `module` collects its terms.

In `dissipator_first_moments`, the local statement `key` is the regrouping into commutators, and `hfr` evaluates the friction factor to \(-r\). It needs the conjugate sum \(\sum_ka_k\bar b_k\), which `conj_correlation` provides. `dissipator_second_moments` then combines the product rule with four noise sums, `sqq`, `spp`, `sqp` and `spq`, one for each ordered pair of \(q\) and \(p\).

`commutation_witness` shows that `h` can be satisfied: on complex polynomials, multiplication by \(X\) and \(-i\,d/dX\) obey it.

## From Cauchy–Schwarz to the equivalence

`correlation_norm_sq` computes \(|-2D_{pq}-ir|^2=4D_{pq}^2+r^2\). In `diffusion_constraint`, `tri` is the triangle inequality and `cs` is Cauchy–Schwarz for the real numbers \(|a_k|\) and \(|b_k|\). Squaring `tri` and chaining it with `cs` gives the bound for every finite `ι`.

`single_jump_iff` treats the saturated case. Its forward direction splits on `hq.eq_or_lt`, that is, on \(D_{qq}=0\) or \(D_{qq}>0\), and supplies the coefficients found above. Its converse takes the squared modulus of \(\bar a_0b_0\).

The forward direction of `diffusion_constraint_iff` first obtains the lowered value `D`, with the same split on \(D_{qq}\), and applies `single_jump_iff` to it. The vectors `![a 0, 0]` and `![b 0, ...]` add the operator proportional to \(q\), and the three relations are checked by writing out the two-term sums. In the converse, the signs follow from `positivity` and the inequality from `diffusion_constraint`.
